# Two coupled levels of opposite norm attract, and turn complex when twice the coupling strength exceeds their uncoupled spacing

Take real numbers a₁, a₂ and b, and set

H = [[a₁, b], [b, −a₂]],  S = diag(1, −1).

Call a complex number e a level if H v = e S v has a non-zero solution v. The norm of v is v†Sv, so the second basis state has negative norm; I call it a ghost, in the sense of field theory and not of the spurious ghost states of separable pseudopotentials, which can occur even for S = 1. The diagonal entry of H for this state is −a₂ so that the levels at b = 0 are a₁ and a₂.

I came to this from ultrasoft and PAW calculations, where S should be positive definite but badly chosen augmentation charges can give it a negative direction. I expected the coupling b to push the two levels apart, as it does for S = 1. In this model they approach each other instead, and for larger b they become complex, although H and S are both Hermitian. Have I made a sign error, or can this really happen? And where does it set in?

## The sign of b² is reversed

There is no sign error. A non-zero v with (H − eS)v = 0 exists exactly when the determinant vanishes:

det(H − eS) = (a₁ − e)(e − a₂) − b² = −[(e − a₁)(e − a₂) + b²].

The levels therefore satisfy

(e − a₁)(e − a₂) = −b².

For S = 1 and H = [[a₁, b], [b, a₂]] the right-hand side would be +b², which puts the levels outside the interval between a₁ and a₂ and gives the usual repulsion. Here, if e is real and b ≠ 0, the product is negative, so its factors have opposite signs and e lies strictly between a₁ and a₂. That is the attraction.

Multiplying by 4 and completing the square gives

(2e − a₁ − a₂)² = D,  D = (a₁ − a₂)² − 4b².

If D ≥ 0, which is the same as 2|b| ≤ |a₁ − a₂|, the levels are real and differ by √D:

e = (a₁ + a₂ ± √D)/2.

At D = 0 they merge into one. If D < 0, they form a conjugate pair:

e = (a₁ + a₂ ± i√(−D))/2.

## Why Hermitian matrices allow complex levels here

Multiply H v = e S v from the left by v†:

v†Hv = e v†Sv.

Both v†Hv and v†Sv are real, because H and S are Hermitian. Taking the complex conjugate and subtracting gives

(e − e*) v†Sv = 0.

A non-real e thus forces v†Sv = 0. For example, with a₁ = a₂ = 0 and b = 1, the vector v = (1, i) has H v = (i, 1) = i S v, so e = i, and its norm is 1 − 1 = 0. No rescaling can normalise it to ±1.

A positive definite S has no such non-zero vector. If Hermitian H and S in an ultrasoft or PAW calculation give complex levels, and the imaginary parts are not just rounding errors, the overlap is therefore not positive definite. Real levels do not prove the opposite: below the threshold the levels of this model are real although S is indefinite. The threshold 2|b| = |a₁ − a₂| is derived for this two-state model and need not hold in a larger one.

The following Lean file contains the model and the proofs.

```lean
import Mathlib

open Matrix

namespace GhostLevelAttraction

noncomputable section

/-- The number `e` is a generalized eigenvalue of `H` with overlap `S`:
`H v = e S v` for some non-zero vector `v`. -/
def IsLevel {n : Type*} [Fintype n] (H S : Matrix n n ℂ) (e : ℂ) : Prop :=
  ∃ v : n → ℂ, v ≠ 0 ∧ H *ᵥ v = e • (S *ᵥ v)

/-- The Hamiltonian matrix `[[a₁, b], [b, -a₂]]` with real entries. -/
def ghostH (a₁ a₂ b : ℝ) : Matrix (Fin 2) (Fin 2) ℂ :=
  !![(a₁ : ℂ), (b : ℂ); (b : ℂ), -(a₂ : ℂ)]

/-- The indefinite overlap `diag(1, -1)`: the second basis state has negative norm. -/
def ghostS : Matrix (Fin 2) (Fin 2) ℂ := !![1, 0; 0, -1]

/-- The generalized eigenvalues are the roots of the secular determinant `det (H - e S)`. -/
theorem isLevel_iff_det {n : Type*} [Fintype n] [DecidableEq n]
    (H S : Matrix n n ℂ) (e : ℂ) : IsLevel H S e ↔ (H - e • S).det = 0 := by
  rw [← Matrix.exists_mulVec_eq_zero_iff]
  unfold IsLevel
  have h : ∀ v : n → ℂ, (H - e • S) *ᵥ v = H *ᵥ v - e • (S *ᵥ v) := by
    intro v
    rw [Matrix.sub_mulVec, Matrix.smul_mulVec]
  simp only [h, sub_eq_zero]

/-- Secular equation of the ghost model: `(e - a₁)(e - a₂) = -b²`. -/
theorem secular (a₁ a₂ b : ℝ) (e : ℂ) :
    IsLevel (ghostH a₁ a₂ b) ghostS e ↔ (e - a₁) * (e - a₂) = -(b : ℂ) ^ 2 := by
  have hdet : (ghostH a₁ a₂ b - e • ghostS).det
      = -((e - a₁) * (e - a₂) + (b : ℂ) ^ 2) := by
    rw [Matrix.det_fin_two]
    simp [ghostH, ghostS]
    ring
  rw [isLevel_iff_det, hdet]
  constructor <;> intro h <;> linear_combination -h

/-- Without coupling the levels are exactly `a₁` and `a₂`. -/
theorem uncoupled (a₁ a₂ : ℝ) (e : ℂ) :
    IsLevel (ghostH a₁ a₂ 0) ghostS e ↔ e = a₁ ∨ e = a₂ := by
  rw [secular]
  simp [sub_eq_zero]

/-- If `r` is a complex square root of `(a₁ - a₂)² - 4b²`, the levels are
`(a₁ + a₂ ± r)/2`. -/
theorem levels_of_root (a₁ a₂ b : ℝ) (r e : ℂ)
    (hr : r ^ 2 = ((a₁ : ℂ) - a₂) ^ 2 - 4 * (b : ℂ) ^ 2) :
    IsLevel (ghostH a₁ a₂ b) ghostS e ↔
      e = ((a₁ : ℂ) + a₂ + r) / 2 ∨ e = ((a₁ : ℂ) + a₂ - r) / 2 := by
  rw [secular]
  constructor
  · intro h
    -- the secular polynomial factorises
    have hf : (e - ((a₁ : ℂ) + a₂ + r) / 2) * (e - ((a₁ : ℂ) + a₂ - r) / 2) = 0 := by
      linear_combination h - hr / 4
    rcases mul_eq_zero.mp hf with h1 | h1
    · exact Or.inl (sub_eq_zero.mp h1)
    · exact Or.inr (sub_eq_zero.mp h1)
  · rintro (rfl | rfl) <;> linear_combination hr / 4

/-- The coupling threshold `2|b| ≤ |a₁ - a₂|` in squared form. -/
theorem threshold_sq (a₁ a₂ b : ℝ) :
    2 * |b| ≤ |a₁ - a₂| ↔ 4 * b ^ 2 ≤ (a₁ - a₂) ^ 2 := by
  have h : 2 * |b| = |2 * b| := by rw [abs_mul, abs_two]
  rw [h, ← sq_le_sq, mul_pow]
  norm_num

/-- Beyond the threshold, `|a₁ - a₂| < 2|b|`, the levels are the complex-conjugate pair
`(a₁ + a₂ ± i √(4b² - (a₁ - a₂)²))/2`. -/
theorem levels_complex (a₁ a₂ b : ℝ) (h : |a₁ - a₂| < 2 * |b|) (e : ℂ) :
    IsLevel (ghostH a₁ a₂ b) ghostS e ↔
      e = ((a₁ : ℂ) + a₂ + Real.sqrt (4 * b ^ 2 - (a₁ - a₂) ^ 2) * Complex.I) / 2 ∨
      e = ((a₁ : ℂ) + a₂ - Real.sqrt (4 * b ^ 2 - (a₁ - a₂) ^ 2) * Complex.I) / 2 := by
  have h0 : (a₁ - a₂) ^ 2 < 4 * b ^ 2 :=
    lt_of_not_ge fun h' => not_le_of_gt h ((threshold_sq a₁ a₂ b).mpr h')
  have hs : ((Real.sqrt (4 * b ^ 2 - (a₁ - a₂) ^ 2) : ℝ) : ℂ) ^ 2
      = 4 * (b : ℂ) ^ 2 - ((a₁ : ℂ) - a₂) ^ 2 := by
    exact_mod_cast Real.sq_sqrt (sub_nonneg.mpr h0.le)
  apply levels_of_root
  rw [mul_pow, Complex.I_sq, hs]
  ring

/-- All levels of the ghost model are real exactly when `2|b| ≤ |a₁ - a₂|`, and then any two
distinct levels are separated by `√((a₁ - a₂)² - 4b²)`. -/
theorem real_levels_and_separation (a₁ a₂ b : ℝ) :
    ((∀ e, IsLevel (ghostH a₁ a₂ b) ghostS e → e.im = 0) ↔ 2 * |b| ≤ |a₁ - a₂|) ∧
    (2 * |b| ≤ |a₁ - a₂| → ∀ e e', IsLevel (ghostH a₁ a₂ b) ghostS e →
      IsLevel (ghostH a₁ a₂ b) ghostS e' → e ≠ e' →
      ‖e - e'‖ = Real.sqrt ((a₁ - a₂) ^ 2 - 4 * b ^ 2)) := by
  -- below the threshold the discriminant has a real square root
  have hroot : 2 * |b| ≤ |a₁ - a₂| →
      ((Real.sqrt ((a₁ - a₂) ^ 2 - 4 * b ^ 2) : ℝ) : ℂ) ^ 2
        = ((a₁ : ℂ) - a₂) ^ 2 - 4 * (b : ℂ) ^ 2 := by
    intro h
    exact_mod_cast Real.sq_sqrt (sub_nonneg.mpr ((threshold_sq a₁ a₂ b).mp h))
  have hnonneg := Real.sqrt_nonneg ((a₁ - a₂) ^ 2 - 4 * b ^ 2)
  refine ⟨⟨fun hreal => ?_, fun h e he => ?_⟩, fun h e e' he he' hne => ?_⟩
  · -- beyond the threshold one level has a positive imaginary part
    by_contra hcon
    have hlt := lt_of_not_ge hcon
    have him := hreal _ ((levels_complex a₁ a₂ b hlt _).mpr (Or.inl rfl))
    have key : ∀ s : ℝ, (((a₁ : ℂ) + a₂ + s * Complex.I) / 2).im = s / 2 := by
      intro s
      simp
    rw [key] at him
    have h0 : (a₁ - a₂) ^ 2 < 4 * b ^ 2 :=
      lt_of_not_ge fun h' => hcon ((threshold_sq a₁ a₂ b).mpr h')
    have hpos := Real.sqrt_pos.mpr (sub_pos.mpr h0)
    linarith
  · rcases (levels_of_root a₁ a₂ b _ e (hroot h)).mp he with rfl | rfl <;> simp
  · have h1 := (levels_of_root a₁ a₂ b _ e (hroot h)).mp he
    have h2 := (levels_of_root a₁ a₂ b _ e' (hroot h)).mp he'
    generalize Real.sqrt ((a₁ - a₂) ^ 2 - 4 * b ^ 2) = s at h1 h2 hnonneg ⊢
    have hs : ‖((a₁ : ℂ) + a₂ + s) / 2 - ((a₁ : ℂ) + a₂ - s) / 2‖ = s := by
      rw [show ((a₁ : ℂ) + a₂ + s) / 2 - ((a₁ : ℂ) + a₂ - s) / 2 = (s : ℂ) by ring,
        Complex.norm_real, Real.norm_of_nonneg hnonneg]
    rcases h1 with h1 | h1 <;> rcases h2 with h2 | h2
    · exact absurd (h1.trans h2.symm) hne
    · rw [h1, h2, hs]
    · rw [h1, h2, norm_sub_rev, hs]
    · exact absurd (h1.trans h2.symm) hne

/-- Level attraction: for non-zero coupling, every real level lies strictly between
`a₁` and `a₂`. -/
theorem attraction (a₁ a₂ b e : ℝ) (hb : b ≠ 0)
    (he : IsLevel (ghostH a₁ a₂ b) ghostS (e : ℂ)) :
    min a₁ a₂ < e ∧ e < max a₁ a₂ := by
  have h : (e - a₁) * (e - a₂) = -b ^ 2 := by
    exact_mod_cast (secular a₁ a₂ b e).mp he
  have hneg : (e - a₁) * (e - a₂) < 0 := by
    have : 0 < b ^ 2 := by positivity
    linarith
  rcases mul_neg_iff.mp hneg with ⟨h1, h2⟩ | ⟨h1, h2⟩
  · exact ⟨min_lt_iff.mpr (Or.inl (by linarith)), lt_max_iff.mpr (Or.inr (by linarith))⟩
  · exact ⟨min_lt_iff.mpr (Or.inr (by linarith)), lt_max_iff.mpr (Or.inl (by linarith))⟩

/-- For Hermitian `H` and `S` of any finite dimension, a solution of `H v = e S v` with
non-real `e` has zero norm in the overlap `S`. -/
theorem null_norm {n : Type*} [Fintype n] (H S : Matrix n n ℂ)
    (hH : H.IsHermitian) (hS : S.IsHermitian) (e : ℂ) (v : n → ℂ)
    (hv : H *ᵥ v = e • (S *ᵥ v)) (he : e.im ≠ 0) : star v ⬝ᵥ (S *ᵥ v) = 0 := by
  -- expectation values of Hermitian matrices are real
  have hreal : ∀ M : Matrix n n ℂ, M.IsHermitian →
      star (star v ⬝ᵥ (M *ᵥ v)) = star v ⬝ᵥ (M *ᵥ v) := by
    intro M hM
    conv_rhs => rw [Matrix.star_dotProduct, Matrix.star_mulVec, hM.eq,
      ← Matrix.dotProduct_mulVec]
  have h1 := hreal H hH
  rw [hv, dotProduct_smul, smul_eq_mul, star_mul', hreal S hS] at h1
  by_contra hne
  exact he (Complex.conj_eq_iff_im.mp (mul_right_cancel₀ hne h1))

/-- The ghost model with `a₁ = a₂ = 0`, `b = 1` and the vector `(1, i)` meets the hypotheses
of `null_norm` with `e = i`. -/
theorem null_norm_witness :
    (ghostH 0 0 1).IsHermitian ∧ ghostS.IsHermitian ∧
    ghostH 0 0 1 *ᵥ ![1, Complex.I] = Complex.I • (ghostS *ᵥ ![1, Complex.I]) ∧
    Complex.I.im ≠ 0 := by
  refine ⟨Matrix.IsHermitian.ext fun i j => ?_, Matrix.IsHermitian.ext fun i j => ?_, ?_, ?_⟩
  · fin_cases i <;> fin_cases j <;> simp [ghostH]
  · fin_cases i <;> fin_cases j <;> simp [ghostS]
  · ext i
    fin_cases i <;> simp [ghostH, ghostS, Matrix.mulVec, dotProduct, Fin.sum_univ_two]
  · simp

end

end GhostLevelAttraction
```

```lean
#print axioms GhostLevelAttraction.levels_complex
-- 'GhostLevelAttraction.levels_complex' depends on axioms: [propext, Classical.choice, Quot.sound]
#print axioms GhostLevelAttraction.real_levels_and_separation
-- 'GhostLevelAttraction.real_levels_and_separation' depends on axioms: [propext, Classical.choice, Quot.sound]
#print axioms GhostLevelAttraction.attraction
-- 'GhostLevelAttraction.attraction' depends on axioms: [propext, Classical.choice, Quot.sound]
#print axioms GhostLevelAttraction.null_norm
-- 'GhostLevelAttraction.null_norm' depends on axioms: [propext, Classical.choice, Quot.sound]
```

## What the Lean statements say

`IsLevel H S e` is the definition above, for square complex matrices of any finite size and a complex e. Reality is therefore a conclusion and not part of the definition. `ghostH a₁ a₂ b` and `ghostS` are the two matrices of the model.

The first half of `real_levels_and_separation` says that every level has zero imaginary part if and only if 2|b| ≤ |a₁ − a₂|. The second half says that in this regime any two distinct levels e and e' have distance `‖e - e'‖` equal to √D. The word "distinct" is needed strictly below the threshold, where e = e' would give the distance 0 and not √D. At the threshold only one level is left, so there is no distinct pair.

`uncoupled` gives the levels a₁ and a₂ at b = 0, `levels_complex` gives the conjugate pair, and `attraction` places each real level strictly between the smaller and the larger of a₁ and a₂ when b ≠ 0. If a₁ = a₂ and b ≠ 0, there is no real level to place.

`null_norm` is the zero-norm result for Hermitian H and S of any finite dimension, with v†Sv written as `star v ⬝ᵥ (S *ᵥ v)`.

The model fixes the norms at +1 and −1, takes b real, and has no off-diagonal overlap. The negative direction of S is put in by hand and stands for a defective augmentation; it is not derived from a pseudopotential.

## How the Lean proofs run

`isLevel_iff_det` rewrites the eigenvalue equation as (H − eS)v = 0 and uses the equivalence between a non-zero kernel vector and a vanishing determinant. `secular` evaluates the 2×2 determinant and rearranges it into the equation with −b².

`levels_of_root` replaces the completed square by a factorisation. It accepts any complex r with r² = D and shows that the secular polynomial is the product of e − (a₁ + a₂ + r)/2 and e − (a₁ + a₂ − r)/2. One lemma thus serves both regimes: r = √D below the threshold and r = i√(−D) beyond it. `threshold_sq` translates between the absolute values and the squares.

In `real_levels_and_separation`, suppose that all levels are real but the threshold is exceeded. The level with the plus sign then has imaginary part √(−D)/2 > 0, a contradiction. The converse reads the levels off with r = √D. For the separation, each of the two levels carries a plus or a minus sign, which makes four cases: equal signs contradict distinctness, and opposite signs give √D.

`attraction` carries the secular equation over to real numbers and splits on which factor is negative. `null_norm` first shows that expectation values of Hermitian matrices equal their own conjugates (`hreal`). If v†Sv were non-zero, it could be cancelled from e* v†Sv = e v†Sv, which would make e real. `null_norm_witness` checks the example with e = i entry by entry.
